# An operator has no amplitude between any state and its Kramers partner exactly when it is reciprocal

On a finite-dimensional complex state space, let time reversal be `T ψ = U conj(ψ)`, with `U` unitary and `U conj(U) = -1`, so that reversing time twice changes the sign of every state. The theorem says that a matrix `M`, not assumed Hermitian or unitary, satisfies `⟨T ψ, M ψ⟩ = 0` for every `ψ` exactly when `T M = M† T`. The vectors are not normalised; for nonzero `ψ` the normalised amplitude is this one divided by `⟨ψ, ψ⟩`, which does not affect whether it vanishes. From left to right, the proof applies the hypothesis to `φ`, `ψ` and `φ + ψ`, and then uses an auxiliary fact `sep`: two vectors with the same inner product against every `ψ` are equal. From right to left, it shows that the amplitude equals its own negative.

An attempt in Lean 4 with a fault in it:

```lean
import Mathlib

open Matrix

namespace BackAmplitudeZeroIff

noncomputable section

variable {n : Type*} [Fintype n] [DecidableEq n]

/-- The antilinear time-reversal map `T ψ = U conj(ψ)`. -/
def timeReversal (U : Matrix n n ℂ) (ψ : n → ℂ) : n → ℂ := U *ᵥ star ψ

/-- The operator `M` is reciprocal: time reversal turns it into its adjoint, `T M = M† T`. -/
def Reciprocal (U M : Matrix n n ℂ) : Prop :=
  ∀ ψ, timeReversal U (M *ᵥ ψ) = Mᴴ *ᵥ timeReversal U ψ

/-- The amplitude `⟨T ψ, M ψ⟩` for scattering from `ψ` into its time-reversed partner. -/
def backAmplitude (U M : Matrix n n ℂ) (ψ : n → ℂ) : ℂ :=
  star (timeReversal U ψ) ⬝ᵥ (M *ᵥ ψ)

/-- For unitary `U`, time reversal is antiunitary: `⟨T φ, T ψ⟩ = ⟨ψ, φ⟩`. -/
theorem timeReversal_antiunitary {U : Matrix n n ℂ} (hU : U ∈ unitaryGroup n ℂ)
    (φ ψ : n → ℂ) :
    star (timeReversal U φ) ⬝ᵥ timeReversal U ψ = star ψ ⬝ᵥ φ := by
  have hUU : Uᴴ * U = 1 := mem_unitaryGroup_iff'.mp hU
  unfold timeReversal
  rw [star_mulVec, star_star, ← dotProduct_mulVec, mulVec_mulVec, hUU, one_mulVec,
    dotProduct_comm]

/-- If `U conj(U) = -1`, reversing time twice changes the sign of every state. -/
theorem timeReversal_twice {U : Matrix n n ℂ} (hT : U * U.map star = -1) (ψ : n → ℂ) :
    timeReversal U (timeReversal U ψ) = -ψ := by
  have h : star (U *ᵥ star ψ) = U.map star *ᵥ ψ := by
    funext i
    simp [mulVec, dotProduct, mul_comm]
  unfold timeReversal
  rw [h, mulVec_mulVec, hT, neg_mulVec, one_mulVec]

/-- For unitary `U` with `U conj(U) = -1`, an operator has no amplitude between any state and
its Kramers partner exactly when it is reciprocal. -/
theorem backAmplitude_zero_iff {U : Matrix n n ℂ} (hU : U ∈ unitaryGroup n ℂ)
    (hT : U * U.map star = -1) (M : Matrix n n ℂ) :
    (∀ ψ, backAmplitude U M ψ = 0) ↔ Reciprocal U M := by
  -- antiunitarity together with T² = -1
  have key : ∀ φ ψ : n → ℂ, star (timeReversal U ψ) ⬝ᵥ (M *ᵥ φ)
      = -(star (timeReversal U (M *ᵥ φ)) ⬝ᵥ ψ) := by
    intro φ ψ
    have h := timeReversal_antiunitary hU (M *ᵥ φ) (timeReversal U ψ)
    rw [timeReversal_twice hT, dotProduct_neg] at h
    exact h.symm
  have adj : ∀ x y : n → ℂ, star (Mᴴ *ᵥ x) ⬝ᵥ y = star x ⬝ᵥ (M *ᵥ y) := by
    intro x y
    rw [star_mulVec, conjTranspose_conjTranspose, ← dotProduct_mulVec]
  constructor
  · intro h φ
    have sep : ∀ x y : n → ℂ, (∀ ψ, star x ⬝ᵥ ψ = star y ⬝ᵥ ψ) → x = y := by
      intro x y hxy
      funext i
      simpa using hxy (Pi.single i 1)
    apply sep
    intro ψ
    -- polarization: the amplitude of φ + ψ vanishes as well
    have h1 := h φ
    have h2 := h ψ
    have h3 := h (φ + ψ)
    have hadd : timeReversal U (φ + ψ) = timeReversal U φ + timeReversal U ψ := by
      simp [timeReversal, mulVec_add]
    unfold backAmplitude at h1 h2 h3
    rw [hadd, star_add, mulVec_add, add_dotProduct, dotProduct_add, dotProduct_add] at h3
    rw [adj]
    linear_combination h1 + h2 - h3 + key φ ψ
  · intro h ψ
    -- the amplitude equals its own negative
    have h1 := key ψ ψ
    rw [h ψ, adj] at h1
    unfold backAmplitude
    linear_combination (1 / 2 : ℂ) * h1

end

end BackAmplitudeZeroIff
```

The error:

```
Main.lean:60:6: error: Type mismatch: After simplification, term
  hxy (Pi.single i 1)
 has type
  (starRingEnd ℂ) (x i) = (starRingEnd ℂ) (y i)
but is expected to have type
  x i = y i
```

What went wrong. The error is in the proof of `sep`, which tests the hypothesis `hxy` on the basis vector `Pi.single i 1` to compare the `i`-th components of `x` and `y`. The inner product conjugates its first argument, so what comes out is an equality between the conjugates of `x i` and `y i`, written with `starRingEnd ℂ`. The goal is `x i = y i`, without conjugates. `simpa` closes a goal only if the simplified term matches the simplified goal, and here the simplifier left the conjugation standing on both sides of the term, hence the type mismatch.

The repair splits the step in two. The new `h1` states the conjugated equality, which is just the form the message reports, so the same `simpa` call now proves it. Then `(starRingEnd ℂ).injective` removes the conjugation: complex conjugation is injective, so numbers with equal conjugates are equal. This gives `x i = y i`.

The change, after which it compiles:

```diff
@@ -58,5 +58,7 @@
       intro x y hxy
       funext i
-      simpa using hxy (Pi.single i 1)
+      have h1 : (starRingEnd ℂ) (x i) = (starRingEnd ℂ) (y i) := by
+        simpa using hxy (Pi.single i 1)
+      exact (starRingEnd ℂ).injective h1
     apply sep
     intro ψ
```
